# Nondecreasing observables of a finite Ising ferromagnet have nonnegative covariance in any field

Take two Ising spins \(s_0,s_1=\pm1\) with energy \(H=-Ks_0s_1-h_0s_0-h_1s_1\) at inverse temperature \(\beta\ge 0\), and write \(w_{++},w_{+-},w_{-+},w_{--}\) for the Boltzmann weights \(e^{-\beta H}\) and \(Z\) for their sum. Expanding the means gives

\[
\langle s_0s_1\rangle-\langle s_0\rangle\langle s_1\rangle
=\frac{4\,(w_{++}w_{--}-w_{+-}w_{-+})}{Z^2}
=\frac{8\sinh(2\beta K)}{Z^2}.
\]

In each product of weights every field occurs once with each sign, so the fields cancel from the numerator. For \(\beta>0\) the covariance therefore has the sign of \(K\), whatever the fields; at \(\beta=0\) it vanishes. The configurations \((+,+)\) and \((-,-)\) are the sitewise maximum and minimum of \((+,-)\) and \((-,+)\), and this comparison extends to any finite number of spins with nonnegative pair couplings.

```lean
import Mathlib

open Finset

noncomputable section

namespace IsingFKG
```

## Spins and their order

A configuration is a function `σ : ι → Bool` on a finite set of sites `ι`, with `true` for up and `false` for down. Its spin at site \(i\) is \(s_i(\sigma)=\pm1\).

```lean
/-- The value of an Ising spin: `+1` for up (`true`) and `-1` for down (`false`). -/
def spin (b : Bool) : ℝ := if b = true then 1 else -1

theorem spin_up : spin true = 1 := by simp [spin]

theorem spin_down : spin false = -1 := by simp [spin]
```

Since `false` lies below `true`, configurations are ordered site by site: \(\sigma\le\tau\) means that every spin up in \(\sigma\) is up in \(\tau\). The meet `σ ⊓ τ` and join `σ ⊔ τ` are the sitewise minimum and maximum. Each spin is a nondecreasing function of its Boolean value.

```lean
/-- The spin value is nondecreasing from down to up. -/
theorem spin_mono : Monotone spin := by
  intro a b hab
  cases a <;> cases b
  · exact le_rfl
  · rw [spin_up, spin_down]; norm_num
  · exact absurd hab (by decide)
  · exact le_rfl
```

## Energy and Boltzmann weight

The energy is

\[
H(\sigma)=-\sum_{i,j}K_{ij}s_is_j-\sum_i h_is_i .
\]

The first sum runs over ordered pairs, so the bond between distinct sites has strength \(K_{ij}+K_{ji}\), and a symmetric matrix counts each bond twice. Diagonal entries only add the constant \(-\sum_iK_{ii}\), because \(s_i^2=1\).

```lean
section Energy

variable {ι : Type*} [Fintype ι]

/-- The Ising energy with pair couplings `K`, summed over ordered pairs, and local fields `h`. -/
def energy (K : ι → ι → ℝ) (h : ι → ℝ) (σ : ι → Bool) : ℝ :=
  -(∑ i, ∑ j, K i j * (spin (σ i) * spin (σ j))) - ∑ i, h i * spin (σ i)
```

The weight is \(w(\sigma)=e^{-\beta H(\sigma)}\).

```lean
/-- The Boltzmann weight of a configuration at inverse temperature `β`. -/
def weight (β : ℝ) (K : ι → ι → ℝ) (h : ι → ℝ) (σ : ι → Bool) : ℝ :=
  Real.exp (-β * energy K h σ)
```

## Meet and join do not raise the total energy

At one site, the minimum and maximum of two spins are the same two values, possibly exchanged. Hence \(s_i(\sigma)+s_i(\tau)=s_i(\sigma\sqcap\tau)+s_i(\sigma\sqcup\tau)\), and the field terms agree for either sign of \(h_i\).

For two distinct sites there are two cases. If \(\sigma\) and \(\tau\) are ordered on the pair, meet and join merely return the same two pairs of spins. Otherwise the pairs are \((+,-)\) and \((-,+)\), whose products sum to \(-2\), while meet and join give \((-,-)\) and \((+,+)\), whose products sum to \(+2\). In both cases

\[
s_is_j(\sigma)+s_is_j(\tau)\le s_is_j(\sigma\sqcap\tau)+s_is_j(\sigma\sqcup\tau).
\]

Multiplying by \(K_{ij}\ge0\), the ferromagnetic condition, and summing yields

\[
H(\sigma\sqcap\tau)+H(\sigma\sqcup\tau)\le H(\sigma)+H(\tau).
\]

In the proof, `one` and `two` check the spin relations over all Boolean values. `field` and `pair` sum them, with the diagonal treated separately so that it needs no sign condition.

```lean
/-- With nonnegative couplings between distinct spins, the energies of the meet and the join
of two configurations add up to at most the sum of the two original energies. -/
theorem energy_submodular {K : ι → ι → ℝ} (hK : ∀ i j, i ≠ j → 0 ≤ K i j)
    (h : ι → ℝ) (σ τ : ι → Bool) :
    energy K h (σ ⊓ τ) + energy K h (σ ⊔ τ) ≤ energy K h σ + energy K h τ := by
  have hi : ∀ x y : Bool, x ⊓ y = (x && y) := by decide
  have hs : ∀ x y : Bool, x ⊔ y = (x || y) := by decide
  have sq : ∀ a : Bool, spin a * spin a = 1 := by
    intro a; cases a <;> norm_num [spin]
  -- a product of two spins is supermodular, a single spin is modular
  have two : ∀ a b c d : Bool, spin a * spin b + spin c * spin d ≤
      spin (a ⊓ c) * spin (b ⊓ d) + spin (a ⊔ c) * spin (b ⊔ d) := by
    intro a b c d
    simp only [hi, hs]
    cases a <;> cases b <;> cases c <;> cases d <;> norm_num [spin]
  have one : ∀ a c : Bool, spin a + spin c = spin (a ⊓ c) + spin (a ⊔ c) := by
    intro a c
    simp only [hi, hs]
    cases a <;> cases c <;> norm_num [spin]
  have pair : (∑ i, ∑ j, K i j * (spin (σ i) * spin (σ j))) +
      (∑ i, ∑ j, K i j * (spin (τ i) * spin (τ j))) ≤
      (∑ i, ∑ j, K i j * (spin ((σ ⊓ τ) i) * spin ((σ ⊓ τ) j))) +
      ∑ i, ∑ j, K i j * (spin ((σ ⊔ τ) i) * spin ((σ ⊔ τ) j)) := by
    simp only [← sum_add_distrib]
    refine sum_le_sum fun i _ => sum_le_sum fun j _ => ?_
    by_cases hij : i = j
    · subst hij
      simp [sq]
    · have := mul_le_mul_of_nonneg_left (two (σ i) (σ j) (τ i) (τ j)) (hK i j hij)
      simp only [Pi.inf_apply, Pi.sup_apply]
      linarith
  have field : (∑ i, h i * spin (σ i)) + (∑ i, h i * spin (τ i)) =
      (∑ i, h i * spin ((σ ⊓ τ) i)) + ∑ i, h i * spin ((σ ⊔ τ) i) := by
    simp only [← sum_add_distrib]
    refine sum_congr rfl fun i _ => ?_
    simp only [Pi.inf_apply, Pi.sup_apply]
    linear_combination h i * one (σ i) (τ i)
  unfold energy
  linarith
```

Multiplying by \(-\beta\le0\) and exponentiating turns this into log-supermodularity, \(w(\sigma)w(\tau)\le w(\sigma\sqcap\tau)\,w(\sigma\sqcup\tau)\).

```lean
/-- The Gibbs weight of a ferromagnet in arbitrary fields is log-supermodular. -/
theorem weight_log_supermodular {β : ℝ} (hβ : 0 ≤ β) {K : ι → ι → ℝ}
    (hK : ∀ i j, i ≠ j → 0 ≤ K i j) (h : ι → ℝ) (σ τ : ι → Bool) :
    weight β K h σ * weight β K h τ ≤ weight β K h (σ ⊓ τ) * weight β K h (σ ⊔ τ) := by
  unfold weight
  rw [← Real.exp_add, ← Real.exp_add]
  apply Real.exp_le_exp.mpr
  have := mul_le_mul_of_nonneg_left (energy_submodular hK h σ τ) hβ
  linarith

end Energy
```

## Thermal means and covariance

The partition function is \(Z=\sum_\sigma w(\sigma)\).

```lean
variable {ι : Type*} [Fintype ι] [DecidableEq ι]

/-- The partition function, the sum of all Boltzmann weights. -/
def partitionSum (β : ℝ) (K : ι → ι → ℝ) (h : ι → ℝ) : ℝ := ∑ σ, weight β K h σ
```

An observable is any real function of the configuration, with mean \(\langle f\rangle=Z^{-1}\sum_\sigma w(\sigma)f(\sigma)\).

```lean
/-- The thermal mean of an observable. -/
def mean (β : ℝ) (K : ι → ι → ℝ) (h : ι → ℝ) (f : (ι → Bool) → ℝ) : ℝ :=
  (∑ σ, weight β K h σ * f σ) / partitionSum β K h
```

The covariance is \(\langle fg\rangle-\langle f\rangle\langle g\rangle\).

```lean
/-- The thermal covariance of two observables. -/
def covariance (β : ℝ) (K : ι → ι → ℝ) (h : ι → ℝ) (f g : (ι → Bool) → ℝ) : ℝ :=
  mean β K h (fun σ => f σ * g σ) - mean β K h f * mean β K h g
```

There is always at least one configuration, even with no sites, and every weight is positive. Hence \(Z>0\).

```lean
/-- The partition function is strictly positive. -/
theorem partitionSum_pos (β : ℝ) (K : ι → ι → ℝ) (h : ι → ℝ) : 0 < partitionSum β K h :=
  sum_pos (fun _ _ => Real.exp_pos _) univ_nonempty
```

## From the weight to the observables

The proof turns on Mathlib's `fkg`, the FKG inequality for a nonnegative log-supermodular weight on a finite distributive lattice and two nonnegative nondecreasing functions. It rests on the four functions theorem: if nonnegative \(A,B,C,D\) satisfy \(A(\sigma)B(\tau)\le C(\sigma\sqcap\tau)D(\sigma\sqcup\tau)\) for all \(\sigma,\tau\), then \(\sum A\sum B\le\sum C\sum D\). For nonnegative nondecreasing \(u,v\), take \(A=wu\), \(B=wv\), \(C=w\) and \(D=wuv\). The condition follows from log-supermodularity together with \(u(\sigma)\le u(\sigma\sqcup\tau)\) and \(v(\tau)\le v(\sigma\sqcup\tau)\). Multiplying these last two inequalities uses nonnegativity.

Magnetisations take both signs, so the observables are first shifted. Let \(\bot\) be the all-down configuration, and put \(u=f-f(\bot)\) and \(v=g-g(\bot)\), which are nonnegative because \(f\) and \(g\) are nondecreasing. With \(S(q)=\sum_\sigma w(\sigma)q(\sigma)\),

\[
\begin{aligned}
S(u)S(v)&=S(f)S(g)-f(\bot)ZS(g)-g(\bot)ZS(f)+f(\bot)g(\bot)Z^2,\\
Z\,S(uv)&=Z\,S(fg)-f(\bot)ZS(g)-g(\bot)ZS(f)+f(\bot)g(\bot)Z^2.
\end{aligned}
\]

The last three terms coincide, so \(S(u)S(v)\le Z\,S(uv)\) becomes \(S(f)S(g)\le Z\,S(fg)\). In Lean, `key` is the shifted inequality, and `e1` and `e2` are the expansions.

```lean
/-- The FKG inequality for unnormalised thermal sums of nondecreasing real observables of an Ising
ferromagnet. -/
theorem fkg_sums {β : ℝ} (hβ : 0 ≤ β) {K : ι → ι → ℝ} (hK : ∀ i j, i ≠ j → 0 ≤ K i j)
    (h : ι → ℝ) {f g : (ι → Bool) → ℝ} (hf : Monotone f) (hg : Monotone g) :
    (∑ σ, weight β K h σ * f σ) * (∑ σ, weight β K h σ * g σ) ≤
      partitionSum β K h * ∑ σ, weight β K h σ * (f σ * g σ) := by
  -- subtract the values in the all-down configuration to make both observables nonnegative
  have key : (∑ σ, weight β K h σ * (f σ - f ⊥)) * (∑ σ, weight β K h σ * (g σ - g ⊥)) ≤
      partitionSum β K h * ∑ σ, weight β K h σ * ((f σ - f ⊥) * (g σ - g ⊥)) :=
    fkg (μ := weight β K h) (f := fun σ => f σ - f ⊥) (g := fun σ => g σ - g ⊥)
      (fun _ => (Real.exp_pos _).le)
      (fun _ => sub_nonneg.mpr (hf bot_le)) (fun _ => sub_nonneg.mpr (hg bot_le))
      (fun _ _ hle => sub_le_sub_right (hf hle) _)
      (fun _ _ hle => sub_le_sub_right (hg hle) _)
      (weight_log_supermodular hβ hK h)
  have e1 : ∀ (u : (ι → Bool) → ℝ) (c : ℝ), ∑ σ, weight β K h σ * (u σ - c) =
      (∑ σ, weight β K h σ * u σ) - c * partitionSum β K h := by
    intro u c
    simp only [partitionSum, mul_sum, ← sum_sub_distrib]
    exact sum_congr rfl fun σ _ => by ring
  have e2 : ∑ σ, weight β K h σ * ((f σ - f ⊥) * (g σ - g ⊥)) =
      (∑ σ, weight β K h σ * (f σ * g σ)) - g ⊥ * (∑ σ, weight β K h σ * f σ)
        - f ⊥ * (∑ σ, weight β K h σ * g σ) + f ⊥ * g ⊥ * partitionSum β K h := by
    simp only [partitionSum, mul_sum, ← sum_sub_distrib, ← sum_add_distrib]
    exact sum_congr rfl fun σ _ => by ring
  rw [e1, e1, e2] at key
  linarith
```

Dividing by \(Z^2\) gives

\[
\langle fg\rangle-\langle f\rangle\langle g\rangle=\frac{Z\,S(fg)-S(f)S(g)}{Z^2}\ge0 .
\]

The hypotheses `Monotone f` and `Monotone g` say that turning spins up never lowers either observable. The Lean proof clears the denominators, using \(Z>0\).

```lean
/-- FKG inequality for Ising ferromagnets: in fields of arbitrary sign, any two nondecreasing
real observables have nonnegative thermal covariance. -/
theorem covariance_nonneg {β : ℝ} (hβ : 0 ≤ β) {K : ι → ι → ℝ}
    (hK : ∀ i j, i ≠ j → 0 ≤ K i j) (h : ι → ℝ) {f g : (ι → Bool) → ℝ}
    (hf : Monotone f) (hg : Monotone g) : 0 ≤ covariance β K h f g := by
  have hZ := partitionSum_pos β K h
  have key := mul_le_mul_of_nonneg_right (fkg_sums hβ hK h hf hg) hZ.le
  simp only [covariance, mean]
  rw [sub_nonneg, div_mul_div_comm, div_le_div_iff₀ (mul_pos hZ hZ) hZ]
  linarith
```

The model is classical and finite; in quantum terms it describes a Hamiltonian and observables diagonal in the basis of up and down spins, without a transverse field. In a Monte Carlo run that samples these weights over all configurations, a covariance of nondecreasing observables that is negative well beyond its statistical error points to a fault in the code or the sampling. A run at fixed total magnetisation is not covered: there the covariances of one spin with all spins, itself included, sum to zero, so a spin that fluctuates has a negative covariance with at least one other.

## Spin correlations and the response to a field

Single spins are nondecreasing observables, so every truncated two-spin correlation is nonnegative. The case \(i=j\) is a variance.

```lean
/-- The truncated correlation of any two spins of a ferromagnet is nonnegative in any field. -/
theorem spin_covariance_nonneg {β : ℝ} (hβ : 0 ≤ β) {K : ι → ι → ℝ}
    (hK : ∀ i j, i ≠ j → 0 ≤ K i j) (h : ι → ℝ) (i j : ι) :
    0 ≤ covariance β K h (fun σ => spin (σ i)) (fun σ => spin (σ j)) :=
  covariance_nonneg hβ hK h (fun _ _ hle => spin_mono (hle i)) (fun _ _ hle => spin_mono (hle j))
```

Now raise the fields from \(h_i\) to \(h'_i\ge h_i\). The new weight is \(w'=wg\) with

\[
g(\sigma)=\exp\Big(\beta\sum_i(h'_i-h_i)s_i\Big),
\]

which is nondecreasing. For nondecreasing \(f\), the inequality for sums gives

\[
\langle f\rangle_{h'}=\frac{S(fg)}{S(g)}\ge\frac{S(f)}{Z}=\langle f\rangle_h .
\]

In the proof, `hw` is the factorisation of the weight, and `hZ'` and `hF` rewrite the new denominator and numerator.

```lean
/-- Raising the local fields of a ferromagnet never lowers the thermal mean of a
nondecreasing observable. -/
theorem mean_mono_field {β : ℝ} (hβ : 0 ≤ β) {K : ι → ι → ℝ}
    (hK : ∀ i j, i ≠ j → 0 ≤ K i j) {h h' : ι → ℝ} (hh : ∀ i, h i ≤ h' i)
    {f : (ι → Bool) → ℝ} (hf : Monotone f) : mean β K h f ≤ mean β K h' f := by
  -- the change of field multiplies the weight by a nondecreasing factor
  let g : (ι → Bool) → ℝ := fun σ => Real.exp (β * ∑ i, (h' i - h i) * spin (σ i))
  have hg : Monotone g := fun σ τ hle => Real.exp_le_exp.mpr
    (mul_le_mul_of_nonneg_left (sum_le_sum fun i _ =>
      mul_le_mul_of_nonneg_left (spin_mono (hle i)) (sub_nonneg.mpr (hh i))) hβ)
  have hw : ∀ σ, weight β K h' σ = weight β K h σ * g σ := by
    intro σ
    simp only [weight, g, energy, ← Real.exp_add, sub_mul, sum_sub_distrib]
    congr 1
    ring
  have hZ' : partitionSum β K h' = ∑ σ, weight β K h σ * g σ :=
    sum_congr rfl fun σ _ => hw σ
  have hF : ∑ σ, weight β K h' σ * f σ = ∑ σ, weight β K h σ * (f σ * g σ) :=
    sum_congr rfl fun σ _ => by rw [hw]; ring
  have key := fkg_sums hβ hK h hf hg
  unfold mean
  rw [div_le_div_iff₀ (partitionSum_pos β K h) (partitionSum_pos β K h'), hF, hZ']
  linarith
```

## An antiferromagnetic pair reverses the sign

To see what the coupling condition does, give two spins the energy \(H=Js_0s_1\) with \(J>0\). Only the entry \((0,1)\) of the coupling matrix is nonzero, so the bond is counted once.

```lean
/-- A single coupling of strength `-J` between two spins. -/
def antiferroPair (J : ℝ) (i j : Fin 2) : ℝ := if i = 0 ∧ j = 1 then -J else 0
```

Aligned configurations have weight \(e^{-\beta J}\) and opposed ones \(e^{\beta J}\). By symmetry \(\langle s_0\rangle=0\), so for \(\beta>0\) the covariance is

\[
\langle s_0s_1\rangle=\frac{2(e^{-\beta J}-e^{\beta J})}{2(e^{-\beta J}+e^{\beta J})}=-\tanh(\beta J)<0 .
\]

The theorem states the strict sign. Its proof lists the four configurations in `sum4`, computes their weights in `hw`, and evaluates the two numerators in `hS` and `hP`.

```lean
/-- Two antiferromagnetically coupled spins in zero field have strictly negative covariance. -/
theorem antiferro_covariance_neg {β J : ℝ} (hβ : 0 < β) (hJ : 0 < J) :
    covariance β (antiferroPair J) (fun _ => 0)
      (fun σ => spin (σ 0)) (fun σ => spin (σ 1)) < 0 := by
  have sum4 : ∀ F : (Fin 2 → Bool) → ℝ, ∑ σ, F σ =
      F ![true, true] + F ![true, false] + F ![false, true] + F ![false, false] := by
    intro F
    rw [← Equiv.sum_comp (finTwoArrowEquiv Bool).symm F]
    simp [Fintype.sum_prod_type, finTwoArrowEquiv]
    ring
  have v0 : ∀ a b : Bool, (![a, b] : Fin 2 → Bool) 0 = a := fun _ _ => rfl
  have v1 : ∀ a b : Bool, (![a, b] : Fin 2 → Bool) 1 = b := fun _ _ => rfl
  have hw : ∀ a b : Bool, weight β (antiferroPair J) (fun _ => 0) ![a, b] =
      if a = b then Real.exp (-(β * J)) else Real.exp (β * J) := by
    intro a b
    cases a <;> cases b <;> simp [weight, energy, antiferroPair, Fin.sum_univ_two, spin]
  have w1 := hw true true
  have w2 := hw true false
  have w3 := hw false true
  have w4 := hw false false
  norm_num at w1 w2 w3 w4
  have hS : ∑ σ, weight β (antiferroPair J) (fun _ => 0) σ * spin (σ 0) = 0 := by
    simp only [sum4, w1, w2, w3, w4, v0, spin_up, spin_down]
    ring
  have hP : ∑ σ, weight β (antiferroPair J) (fun _ => 0) σ * (spin (σ 0) * spin (σ 1)) =
      2 * (Real.exp (-(β * J)) - Real.exp (β * J)) := by
    simp only [sum4, w1, w2, w3, w4, v0, v1, spin_up, spin_down]
    ring
  have hlt : Real.exp (-(β * J)) < Real.exp (β * J) :=
    Real.exp_lt_exp.mpr (by linarith [mul_pos hβ hJ])
  simp only [covariance, mean, hS, hP, zero_div, zero_mul, sub_zero]
  exact div_neg_of_neg_of_pos (by linarith) (partitionSum_pos _ _ _)

end IsingFKG
```

```lean
#print axioms IsingFKG.covariance_nonneg
#print axioms IsingFKG.spin_covariance_nonneg
#print axioms IsingFKG.mean_mono_field
#print axioms IsingFKG.antiferro_covariance_neg
```

```
'IsingFKG.covariance_nonneg' depends on axioms: [propext, Classical.choice, Quot.sound]
'IsingFKG.spin_covariance_nonneg' depends on axioms: [propext, Classical.choice, Quot.sound]
'IsingFKG.mean_mono_field' depends on axioms: [propext, Classical.choice, Quot.sound]
'IsingFKG.antiferro_covariance_neg' depends on axioms: [propext, Classical.choice, Quot.sound]
```
